# In a sliding DFT, errors of at most $e$ per update accumulate to at most $me$ after $m$ updates

Let $x_0, x_1, \dots$ be complex samples, $N$ a window length and $k$ an integer frequency. The window transforms

$$F_n(k)=\sum_{j<N} x_{n+j}\,e^{-2\pi i jk/N}$$

obey $F_{n+1}(k)=e^{2\pi i k/N}\,(F_n(k)-x_n+x_{n+N})$. If a computation starts from the exact $F_0(k)$ and each update adds an error of modulus at most $e$, the computed value after $m$ updates is within $me$ of $F_m(k)$. This bounds the drift when one Fourier component of a simulated time series is followed through a moving window, provided that a single $e$ covers every update. In complex exponentials such as $e^{2\pi i k/N}$ the letter $e$ is Euler's number; everywhere else it denotes this error bound.

```lean
import Mathlib

open Finset

namespace SlidingDFT

noncomputable section
```

## Window, phase factor and update

Write $\omega=e^{2\pi i k/N}$ for the phase factor, which is `twiddle N k` in Lean.

```lean
/-- The phase factor `exp(2πik/N)` of frequency `k` for a window of `N` samples. -/
def twiddle (N : ℕ) (k : ℤ) : ℂ :=
  Complex.exp (2 * Real.pi * Complex.I * k / N)
```

The transform is the literal finite sum, with a minus sign in the exponent and no prefactor. If the transform and the computed values are both multiplied by a prefactor $1/N$, with $N>0$, the errors are divided by $N$ as well.

```lean
/-- The discrete Fourier transform of the `N` samples starting at position `n`. -/
def windowDFT (N : ℕ) (x : ℕ → ℂ) (k : ℤ) (n : ℕ) : ℂ :=
  ∑ j ∈ range N, x (n + j) * Complex.exp (-2 * Real.pi * Complex.I * j * k / N)
```

One update sends a number $F$ to $\omega(F-x_n+x_{n+N})$. It is defined for any complex $F$, so it can also act on an inexact value.

```lean
/-- One sliding update: drop the oldest sample, add the newest, and rotate the phase. -/
def slide (N : ℕ) (x : ℕ → ℂ) (k : ℤ) (n : ℕ) (F : ℂ) : ℂ :=
  twiddle N k * (F - x n + x (n + N))
```

A damped variant, with a real factor $r$, gives sample $j$ of the window the weight $r^{-j}$:

$$D_n(k)=\sum_{j<N}x_{n+j}\,r^{-j}e^{-2\pi i jk/N}.$$

```lean
/-- The window transform in which sample `j` of the window carries the weight `r⁻ʲ`. -/
def dampedDFT (r : ℝ) (N : ℕ) (x : ℕ → ℂ) (k : ℤ) (n : ℕ) : ℂ :=
  ∑ j ∈ range N, x (n + j) *
    ((r : ℂ)⁻¹ ^ j * Complex.exp (-2 * Real.pi * Complex.I * j * k / N))
```

Its update is $F\mapsto r\omega\,(F-x_n+r^{-N}x_{n+N})$.

```lean
/-- One sliding update with damping factor `r`. -/
def dampedSlide (r : ℝ) (N : ℕ) (x : ℕ → ℂ) (k : ℤ) (n : ℕ) (F : ℂ) : ℂ :=
  (r : ℂ) * twiddle N k * (F - x n + (r : ℂ)⁻¹ ^ N * x (n + N))
```

## Three properties of the phase factor

The exponent of $\omega$ is $i$ times the real number $2\pi k/N$, so $|\omega|=1$. The proof rewrites the exponent in that form and applies the Mathlib lemma for such exponentials.

```lean
/-- The phase factor has modulus one. -/
theorem norm_twiddle (N : ℕ) (k : ℤ) : ‖twiddle N k‖ = 1 := by
  have h : twiddle N k = Complex.exp (((2 * Real.pi * k / N : ℝ) : ℂ) * Complex.I) := by
    unfold twiddle
    congr 1
    push_cast
    ring
  rw [h, Complex.norm_exp_ofReal_mul_I]
```

Since $k$ is an integer, $\omega^N=e^{2\pi i k}=1$. For $N=0$ the power is empty, and the statement is trivial.

```lean
/-- The phase factor returns to one after `N` steps. -/
theorem twiddle_pow (N : ℕ) (k : ℤ) : twiddle N k ^ N = 1 := by
  rcases Nat.eq_zero_or_pos N with rfl | hN
  · simp
  · have hN' : (N : ℂ) ≠ 0 := Nat.cast_ne_zero.mpr hN.ne'
    unfold twiddle
    rw [← Complex.exp_nat_mul, Complex.exp_eq_one_iff]
    exact ⟨k, by field_simp⟩
```

Reversing the frequency inverts the factor: $e^{2\pi i k/N}e^{-2\pi i k/N}=1$.

```lean
/-- Opposite frequencies have inverse phase factors. -/
theorem twiddle_mul_neg (N : ℕ) (k : ℤ) : twiddle N k * twiddle N (-k) = 1 := by
  unfold twiddle
  rw [← Complex.exp_add, ← Complex.exp_zero]
  congr 1
  push_cast
  ring
```

The phases in the window are therefore powers of one number, $e^{-2\pi i jk/N}=(\omega^{-1})^j$, where $\omega^{-1}$ is written `twiddle N (-k)`.

```lean
private lemma phase_eq (N : ℕ) (k : ℤ) (j : ℕ) :
    Complex.exp (-2 * Real.pi * Complex.I * j * k / N) = twiddle N (-k) ^ j := by
  unfold twiddle
  rw [← Complex.exp_nat_mul]
  congr 1
  push_cast
  ring
```

## Shifting a geometrically weighted window

Let $zq=1$ and $S=\sum_{j<N}x_{n+j}q^j$. Splitting the sum of $N+1$ terms at its first and at its last term gives

$$x_n+\sum_{j<N}x_{n+j+1}q^{j+1}=S+q^N x_{n+N}.$$

Multiply by $z$ and use $zq^{j+1}=q^j$:

$$\sum_{j<N}x_{n+1+j}q^j=z\,(S-x_n+q^Nx_{n+N}).$$

In the proof, `h` is the double splitting and `h2` takes $z$ out of the shifted sum; the last line combines them.

```lean
/-- Shifting a window with geometric weights `qʲ` by one sample, where `z` is the inverse
of `q`. -/
theorem geometric_window_shift (N : ℕ) (x : ℕ → ℂ) (n : ℕ) (z q : ℂ) (hzq : z * q = 1) :
    ∑ j ∈ range N, x (n + 1 + j) * q ^ j =
      z * (∑ j ∈ range N, x (n + j) * q ^ j - x n + q ^ N * x (n + N)) := by
  -- split a sum of N + 1 terms at its first and at its last term
  have h := (sum_range_succ' (fun j => x (n + j) * q ^ j) N).symm.trans
    (sum_range_succ (fun j => x (n + j) * q ^ j) N)
  simp only [pow_zero, mul_one, add_zero] at h
  have h2 : ∑ j ∈ range N, x (n + 1 + j) * q ^ j =
      z * ∑ j ∈ range N, x (n + (j + 1)) * q ^ (j + 1) := by
    rw [mul_sum]
    refine sum_congr rfl fun j _ => ?_
    rw [show n + 1 + j = n + (j + 1) by omega, pow_succ]
    linear_combination (-(x (n + (j + 1)) * q ^ j)) * hzq
  rw [h2]
  linear_combination z * h
```

Now set $q=\omega^{-1}$ and $z=\omega$. Because $q^N=1$, the newest sample enters with weight one, and the sliding recursion follows. It holds for every $N$, including the empty window, whose transform is always zero.

```lean
/-- The sliding recursion: one update turns the transform of a window into the transform
of the next window. -/
theorem windowDFT_succ (N : ℕ) (x : ℕ → ℂ) (k : ℤ) (n : ℕ) :
    windowDFT N x k (n + 1) = slide N x k n (windowDFT N x k n) := by
  unfold windowDFT slide
  simp_rw [phase_eq]
  rw [geometric_window_shift N x n _ _ (twiddle_mul_neg N k), twiddle_pow, one_mul]
```

As an example, take $N=4$, $k=1$ and samples $1,2,3,4,7$, so that $\omega=i$. The first window gives $F_0=1-2i-3+4i=-2+2i$. The update gives $F_1=i(-2+2i-1+7)=-2+4i$, and the direct sum over the second window agrees: $2-3i-4+7i=-2+4i$.

## Old errors rotate, new errors add

Let $G_m$ be the computed values, $d_m=G_m-F_m(k)$ the accumulated error, and $\delta_m=G_{m+1}-\omega(G_m-x_m+x_{m+N})$ the error of one update, measured against the exact update of the computed value. The samples cancel in the difference, which leaves

$$d_{m+1}=\delta_m+\omega d_m,\qquad |d_{m+1}|\le e+|d_m|.$$

Induction gives $|d_m|\le|d_0|+me$. In Lean, `h` is the identity for $d_{m+1}$, `h2` is the triangle inequality with $|\omega|=1$ inserted, and `linarith` adds the hypothesis `hG m` to the induction hypothesis.

The sequence `G` is arbitrary apart from `hG`, which says $|\delta_m|\le e$ for every $m$. The constant $e$ stands for everything that goes wrong in one update: rounding in the additions and the multiplication, and the inaccuracy of the stored phase factor. Its existence is assumed and not derived from a model of floating-point arithmetic.

```lean
/-- With inexact initial data, the error after `m` updates is at most the initial error
plus `m e`, if each update adds an error of modulus at most `e`. -/
theorem error_le_initial_add (N : ℕ) (x : ℕ → ℂ) (k : ℤ) (G : ℕ → ℂ) (e : ℝ)
    (hG : ∀ m, ‖G (m + 1) - slide N x k m (G m)‖ ≤ e) (m : ℕ) :
    ‖G m - windowDFT N x k m‖ ≤ ‖G 0 - windowDFT N x k 0‖ + m * e := by
  induction m with
  | zero => simp
  | succ m ih =>
    -- new error = error of this update + rotated old error
    have h : G (m + 1) - windowDFT N x k (m + 1) = (G (m + 1) - slide N x k m (G m)) +
        twiddle N k * (G m - windowDFT N x k m) := by
      rw [windowDFT_succ]
      unfold slide
      ring
    have h2 := norm_add_le (G (m + 1) - slide N x k m (G m))
      (twiddle N k * (G m - windowDFT N x k m))
    rw [← h, norm_mul, norm_twiddle, one_mul] at h2
    push_cast
    linarith [hG m]
```

Exact initial data, `h0`, mean $d_0=0$, and the bound becomes $me$.

```lean
/-- Starting from exact data, the accumulated error after `m` updates is at most `m e`,
if each update adds an error of modulus at most `e`. -/
theorem accumulated_error_le (N : ℕ) (x : ℕ → ℂ) (k : ℤ) (G : ℕ → ℂ) (e : ℝ)
    (h0 : G 0 = windowDFT N x k 0)
    (hG : ∀ m, ‖G (m + 1) - slide N x k m (G m)‖ ≤ e) (m : ℕ) :
    ‖G m - windowDFT N x k m‖ ≤ m * e := by
  simpa [h0] using error_le_initial_add N x k G e hG m
```

The same induction, carried out by hand with a separate bound $e_m$ for each update, gives $|d_m|\le e_0+\dots+e_{m-1}$ from exact data.

## Errors that reach the bound

The bound is attained when each new error has modulus $e$ and points along the rotated old one. Take $G_m=F_m(k)+me\,\omega^m$ with $e\ge 0$.

```lean
/-- A computed sequence whose error after `m` updates is `m e` times the `m`-th power of
the phase factor. -/
def alignedErrors (N : ℕ) (x : ℕ → ℂ) (k : ℤ) (e : ℝ) (m : ℕ) : ℂ :=
  windowDFT N x k m + m * e * twiddle N k ^ m
```

This sequence starts exact, and its update errors are

$$\delta_m=(m+1)e\,\omega^{m+1}-\omega\cdot me\,\omega^m=e\,\omega^{m+1},$$

of modulus $e$, while $|d_m|=me$. The three parts of the theorem state these facts in that order. They show that the hypotheses allow no smaller bound, not that rounding in an actual run behaves in this way.

```lean
/-- The linear bound is attained: this sequence starts exact, each update adds an error of
modulus `e`, and the accumulated error is exactly `m e`. -/
theorem accumulated_error_sharp (N : ℕ) (x : ℕ → ℂ) (k : ℤ) (e : ℝ) (he : 0 ≤ e) :
    alignedErrors N x k e 0 = windowDFT N x k 0 ∧
    (∀ m, ‖alignedErrors N x k e (m + 1) - slide N x k m (alignedErrors N x k e m)‖ = e) ∧
    ∀ m : ℕ, ‖alignedErrors N x k e m - windowDFT N x k m‖ = m * e := by
  refine ⟨by simp [alignedErrors], fun m => ?_, fun m => ?_⟩
  · have h : alignedErrors N x k e (m + 1) - slide N x k m (alignedErrors N x k e m) =
        (e : ℂ) * twiddle N k ^ (m + 1) := by
      unfold alignedErrors
      rw [windowDFT_succ]
      unfold slide
      push_cast
      ring
    rw [h, norm_mul, norm_pow, norm_twiddle, one_pow, mul_one, Complex.norm_real,
      Real.norm_of_nonneg he]
  · unfold alignedErrors
    rw [add_sub_cancel_left, norm_mul, norm_mul, norm_pow, norm_twiddle, one_pow, mul_one,
      Complex.norm_real, Real.norm_of_nonneg he, Complex.norm_natCast]
```

In the example with $\omega=i$ and $e=0.01$, the accumulated errors are $0,\ 0.01i,\ -0.02,\ -0.03i$, and the last has modulus $3e$.

## Damping keeps the error bounded

For $r\neq0$, the shift identity with $q=r^{-1}\omega^{-1}$ and $z=r\omega$ gives the damped recursion, since now $q^N=r^{-N}$.

```lean
/-- The damped update turns the damped transform of a window into that of the next window. -/
theorem dampedDFT_succ (r : ℝ) (hr : r ≠ 0) (N : ℕ) (x : ℕ → ℂ) (k : ℤ) (n : ℕ) :
    dampedDFT r N x k (n + 1) = dampedSlide r N x k n (dampedDFT r N x k n) := by
  have hr' : (r : ℂ) ≠ 0 := Complex.ofReal_ne_zero.mpr hr
  have hzq : (r : ℂ) * twiddle N k * ((r : ℂ)⁻¹ * twiddle N (-k)) = 1 := by
    rw [mul_mul_mul_comm, mul_inv_cancel₀ hr', twiddle_mul_neg, one_mul]
  unfold dampedDFT dampedSlide
  simp_rw [phase_eq, ← mul_pow]
  rw [geometric_window_shift N x n _ _ hzq, mul_pow _ _ N, twiddle_pow, mul_one]
```

Let $0<r<1$, and let $d_m$ and $\delta_m$ now refer to $D_m(k)$ and the damped update. Assume again exact initial data, $d_0=0$, and $|\delta_m|\le e$ for every $m$. Then $d_{m+1}=\delta_m+r\omega d_m$. If $|d_m|\le e/(1-r)$, then

$$|d_{m+1}|\le e+\frac{re}{1-r}=\frac{e}{1-r}.$$

The bound holds at $m=0$ because $d_0=0$ and $e\ge0$, so it holds for every $m$. In the proof, `h3` is the induction hypothesis multiplied by $r$, and `h4` clears the denominator. With $r=0.99$ the accumulated error never exceeds $100e$. Here $e$ bounds the errors of the damped update, which can be larger than those of the undamped one, because the newest sample is multiplied by $r^{-N}$, a large number for long windows. This factor comes from the normalisation: the rescaled transform $r^ND_n(k)$ has the weights $r^{N-j}<1$, and its update is $F\mapsto r\omega\,(F-r^Nx_n+x_{n+N})$. The accumulated error is the distance to the damped transform $D_m(k)$; the difference between $D_m(k)$ and $F_m(k)$ is a separate matter, which the theorem does not estimate.

```lean
/-- With damping `0 < r < 1` and exact initial data, the accumulated error is at most
`e / (1 - r)` after any number of updates. -/
theorem damped_error_le (r : ℝ) (hr : 0 < r) (hr1 : r < 1) (N : ℕ) (x : ℕ → ℂ) (k : ℤ)
    (G : ℕ → ℂ) (e : ℝ) (h0 : G 0 = dampedDFT r N x k 0)
    (hG : ∀ m, ‖G (m + 1) - dampedSlide r N x k m (G m)‖ ≤ e) (m : ℕ) :
    ‖G m - dampedDFT r N x k m‖ ≤ e / (1 - r) := by
  have he : 0 ≤ e := (norm_nonneg _).trans (hG 0)
  have hpos : 0 < 1 - r := sub_pos.mpr hr1
  induction m with
  | zero =>
    rw [h0, sub_self, norm_zero]
    exact div_nonneg he hpos.le
  | succ m ih =>
    -- the old error shrinks by the factor r before the new one is added
    have h : G (m + 1) - dampedDFT r N x k (m + 1) =
        (G (m + 1) - dampedSlide r N x k m (G m)) +
        (r : ℂ) * twiddle N k * (G m - dampedDFT r N x k m) := by
      rw [dampedDFT_succ r hr.ne']
      unfold dampedSlide
      ring
    have h2 := norm_add_le (G (m + 1) - dampedSlide r N x k m (G m))
      ((r : ℂ) * twiddle N k * (G m - dampedDFT r N x k m))
    rw [← h, norm_mul, norm_mul, norm_twiddle, mul_one, Complex.norm_real,
      Real.norm_of_nonneg hr.le] at h2
    have h3 := mul_le_mul_of_nonneg_left ih hr.le
    have h4 : e / (1 - r) * (1 - r) = e := div_mul_cancel₀ e hpos.ne'
    linarith [hG m]

end

end SlidingDFT
```

```lean
#print axioms SlidingDFT.accumulated_error_le
-- 'SlidingDFT.accumulated_error_le' depends on axioms: [propext, Classical.choice, Quot.sound]
#print axioms SlidingDFT.accumulated_error_sharp
-- 'SlidingDFT.accumulated_error_sharp' depends on axioms: [propext, Classical.choice, Quot.sound]
#print axioms SlidingDFT.damped_error_le
-- 'SlidingDFT.damped_error_le' depends on axioms: [propext, Classical.choice, Quot.sound]
```
